# A polynomial amplitude even under $s\leftrightarrow u$ at fixed $t$ is a polynomial in $(s-u)^2$; an odd one is $s-u$ times such a polynomial

When the polynomial part of a fixed-$t$ amplitude is fitted or matched, crossing parity can be built into the ansatz: even powers of $\nu=s-c/2$ for an even amplitude, odd powers for an odd one. Here $s,t,u$ are the Mandelstam variables and $c=s+u$, so $\nu=(s-u)/2$. The result says that this ansatz loses nothing. In quantum electrodynamics it applies to polynomial pieces, such as a Taylor expansion in $\nu$ about $\nu=0$ (where one exists) cut off at finite order, not to a full amplitude with poles and cuts.

## Coefficients of characteristic zero

The field `K` may be the real or the complex numbers. By hand, this hypothesis permits division by 2 and lets a polynomial that vanishes at every point be set to zero. In Lean, division by 2 appears in the centre `c / 2` and in the factors `1 / 2` and `-1 / 2`; the second use appears as `Polynomial.funext`, which needs `K` to be infinite.

```lean
import Mathlib

open Polynomial

namespace FixedTCrossing

variable {K : Type*} [Field K] [CharZero K]
```

Over the field with three elements and $c=0$, the polynomial $x^3-x$ vanishes at every point. It therefore passes the test for evenness, yet it is not a polynomial in $x^2$.

## A constant sum $s+u=c$

Since $s+t+u$ is the sum of the squared external masses, fixing $t$ fixes $c$. The polynomial `crossVar c` is $\nu$, written in the variable $s$.

```lean
/-- The crossing variable `ν = s - c/2`, as a polynomial in `s`, where `s + u = c` at fixed `t`. -/
noncomputable def crossVar (c : K) : K[X] := X - C (c / 2)
```

If $t$ varied with $s$, then $c$ would vary too, and no single centre $c/2$ would serve all pairs.

## Parity at every pair

Crossing symmetry is assumed here, not derived, and it acts only by exchanging $s$ and $u$; spin and polarisation factors are absent. Putting $u=c-s$ turns the two definitions into $f(c-s)=f(s)$ and $f(c-s)=-f(s)$ for all $s$ in `K`.

```lean
/-- The amplitude `f` takes equal values at `s` and `u` whenever `s + u = c`. -/
def IsCrossingEven (c : K) (f : K[X]) : Prop :=
  ∀ s u : K, s + u = c → f.eval u = f.eval s

/-- The amplitude `f` takes opposite values at `s` and `u` whenever `s + u = c`. -/
def IsCrossingOdd (c : K) (f : K[X]) : Prop :=
  ∀ s u : K, s + u = c → f.eval u = -f.eval s
```

By hand, $u-c/2=c-s-c/2=-(s-c/2)$, so $\nu$ changes sign and $\nu^2$ does not. The next two lemmas record this, with `eval` for the value at a point and `g.comp (crossVar c ^ 2)` for $g(\nu^2)$.

```lean
/-- Exchanging `s` and `u` reverses the sign of the crossing variable. -/
theorem crossVar_crossed {c s u : K} (h : s + u = c) :
    (crossVar c).eval u = -(crossVar c).eval s := by
  subst h
  simp only [crossVar, eval_sub, eval_X, eval_C]
  ring

/-- A polynomial in `ν²` takes the same value at `s` and at `u`. -/
theorem eval_comp_sq {c s u : K} (h : s + u = c) (g : K[X]) :
    (g.comp (crossVar c ^ 2)).eval u = (g.comp (crossVar c ^ 2)).eval s := by
  simp only [eval_comp, eval_pow, crossVar_crossed h, neg_sq]
```

Parity at a single pair would not be enough: $f(s)=s$ takes equal values at $s=u=c/2$ but is not even.

## A polynomial amplitude

This hypothesis describes a polynomial contact term or a truncated Taylor expansion at one value of $t$. It is used first to compare degrees. If $g(\nu^2)=g'(\nu^2)$, then $d=g-g'$ satisfies $d(\nu^2)=0$. Substituting $\nu^2$ doubles the degree, so $d$ is constant, and hence zero.

```lean
omit [CharZero K] in
/-- A polynomial `g` is determined by the amplitude `g(ν²)`. -/
theorem comp_sq_injective (c : K) {g g' : K[X]}
    (h : g.comp (crossVar c ^ 2) = g'.comp (crossVar c ^ 2)) : g = g' := by
  have h0 : (g - g').comp (crossVar c ^ 2) = 0 := by rw [sub_comp, h, sub_self]
  -- substituting `ν²` doubles the degree, so the difference is a constant
  have hd : (g - g').natDegree = 0 := by
    have h1 := congrArg natDegree h0
    rw [natDegree_comp, natDegree_pow, crossVar, natDegree_X_sub_C, natDegree_zero] at h1
    omega
  have hC := eq_C_of_natDegree_eq_zero hd
  rw [hC, C_comp] at h0
  exact sub_eq_zero.mp (hC.trans h0)
```

It is used again to split $f$ as $g(\nu^2)+\nu h(\nu^2)$ by induction. Constants have this form, and so do sums. Multiplication by $s=\nu+c/2$ preserves it:

$$s\,(g+\nu h)=\left(\nu^2h+\tfrac c2 g\right)+\nu\left(g+\tfrac c2 h\right),$$

where $g$ and $h$ are taken at $\nu^2$.

For uniqueness, suppose $g'(\nu^2)+\nu h'(\nu^2)$ is the same polynomial. Averaging the values at $s$ and $c-s$ gives $g'(\nu^2)=g(\nu^2)$. Subtracting this and cancelling the nonzero polynomial $\nu$ gives $h'(\nu^2)=h(\nu^2)$. The degree argument then identifies both pairs. In Lean, `e1` and `e2` are the two evaluations, and `linear_combination` averages them.

```lean
/-- Every polynomial amplitude is the sum of a polynomial in `ν²` and `ν` times a polynomial
in `ν²`, and the two polynomials are unique. -/
theorem crossing_decomposition (c : K) (f : K[X]) :
    ∃! p : K[X] × K[X],
      f = p.1.comp (crossVar c ^ 2) + crossVar c * p.2.comp (crossVar c ^ 2) := by
  have : Infinite K := Infinite.of_injective (Nat.cast : ℕ → K) Nat.cast_injective
  have hex : ∃ g h : K[X],
      f = g.comp (crossVar c ^ 2) + crossVar c * h.comp (crossVar c ^ 2) := by
    refine Polynomial.induction_on f ?_ ?_ ?_
    · intro a
      exact ⟨C a, 0, by simp⟩
    · rintro p q ⟨g, h, e⟩ ⟨g', h', e'⟩
      refine ⟨g + g', h + h', ?_⟩
      rw [e, e', add_comp, add_comp]
      ring
    · -- multiplication by `s = ν + c/2` mixes the two parts
      rintro n a ⟨g, h, e⟩
      refine ⟨X * h + C (c / 2) * g, g + C (c / 2) * h, ?_⟩
      have hX : (X : K[X]) = crossVar c + C (c / 2) := by simp [crossVar]
      rw [pow_succ, ← mul_assoc, e]
      simp only [add_comp, mul_comp, X_comp, C_comp]
      linear_combination
        (g.comp (crossVar c ^ 2) + crossVar c * h.comp (crossVar c ^ 2)) * hX
  obtain ⟨g, h, e⟩ := hex
  refine ⟨(g, h), e, ?_⟩
  rintro ⟨g', h'⟩ e'
  have E : g'.comp (crossVar c ^ 2) + crossVar c * h'.comp (crossVar c ^ 2)
      = g.comp (crossVar c ^ 2) + crossVar c * h.comp (crossVar c ^ 2) := e'.symm.trans e
  -- averaging over `s` and `u` isolates the even part
  have hG : g'.comp (crossVar c ^ 2) = g.comp (crossVar c ^ 2) := by
    apply Polynomial.funext
    intro s
    have hsu : s + (c - s) = c := by ring
    have e1 := congrArg (eval s) E
    have e2 := congrArg (eval (c - s)) E
    simp only [eval_add, eval_mul] at e1 e2
    rw [eval_comp_sq hsu g, eval_comp_sq hsu h, eval_comp_sq hsu g', eval_comp_sq hsu h',
      crossVar_crossed hsu] at e2
    linear_combination (1 / 2) * e1 + (1 / 2) * e2
  rw [hG] at E
  have hH := mul_left_cancel₀ (X_sub_C_ne_zero (c / 2)) (add_left_cancel E)
  exact Prod.ext (comp_sq_injective c hG) (comp_sq_injective c hH)
```

For even $f$, the decomposition gives

$$0=f(u)-f(s)=-2\nu h(\nu^2)$$

at every $s$, so $f=g(\nu^2)$. The theorem states that evenness is equivalent to the existence of exactly one such $g$, written `∃!`. The converse uses only the invariance of $\nu^2$.

```lean
/-- A polynomial amplitude is even under `s ↔ u` crossing at fixed `t` if and only if it is `g(ν²)`
for a unique polynomial `g`. -/
theorem crossingEven_iff (c : K) (f : K[X]) :
    IsCrossingEven c f ↔ ∃! g : K[X], f = g.comp (crossVar c ^ 2) := by
  have : Infinite K := Infinite.of_injective (Nat.cast : ℕ → K) Nat.cast_injective
  constructor
  · intro hf
    obtain ⟨⟨g, h⟩, e, -⟩ := crossing_decomposition c f
    dsimp only at e
    -- crossing flips the sign of the odd part, which must therefore vanish
    have hz : crossVar c * h.comp (crossVar c ^ 2) = 0 := by
      apply Polynomial.funext
      intro s
      have hsu : s + (c - s) = c := by ring
      have e1 := hf s (c - s) hsu
      rw [e] at e1
      simp only [eval_add, eval_mul] at e1
      rw [eval_comp_sq hsu g, eval_comp_sq hsu h, crossVar_crossed hsu] at e1
      rw [eval_mul, eval_zero]
      linear_combination (-1 / 2) * e1
    have hfg : f = g.comp (crossVar c ^ 2) := by rw [e, hz, add_zero]
    exact ⟨g, hfg, fun g' (hg' : f = g'.comp (crossVar c ^ 2)) =>
      comp_sq_injective c (hg'.symm.trans hfg)⟩
  · rintro ⟨g, (hg : f = g.comp (crossVar c ^ 2)), -⟩
    intro s u hsu
    rw [hg]
    exact eval_comp_sq hsu g
```

For odd $f$,

$$0=f(u)+f(s)=2g(\nu^2),$$

so $f=\nu h(\nu^2)$; this $h$ is the polynomial called $g$ in the theorem. Conversely, $\nu$ changes sign while its cofactor does not. In both proofs `hz` is the vanishing of the unwanted part.

```lean
/-- A polynomial amplitude is odd under `s ↔ u` crossing at fixed `t` if and only if it is `ν g(ν²)`
for a unique polynomial `g`. -/
theorem crossingOdd_iff (c : K) (f : K[X]) :
    IsCrossingOdd c f ↔ ∃! g : K[X], f = crossVar c * g.comp (crossVar c ^ 2) := by
  have : Infinite K := Infinite.of_injective (Nat.cast : ℕ → K) Nat.cast_injective
  constructor
  · intro hf
    obtain ⟨⟨g, h⟩, e, -⟩ := crossing_decomposition c f
    dsimp only at e
    -- the even part equals its own negative
    have hz : g.comp (crossVar c ^ 2) = 0 := by
      apply Polynomial.funext
      intro s
      have hsu : s + (c - s) = c := by ring
      have e1 := hf s (c - s) hsu
      rw [e] at e1
      simp only [eval_add, eval_mul] at e1
      rw [eval_comp_sq hsu g, eval_comp_sq hsu h, crossVar_crossed hsu] at e1
      rw [eval_zero]
      linear_combination (1 / 2) * e1
    have hfh : f = crossVar c * h.comp (crossVar c ^ 2) := by rw [e, hz, zero_add]
    exact ⟨h, hfh, fun h' (hh' : f = crossVar c * h'.comp (crossVar c ^ 2)) =>
      comp_sq_injective c
        (mul_left_cancel₀ (X_sub_C_ne_zero (c / 2)) (hh'.symm.trans hfh))⟩
  · rintro ⟨g, (hg : f = crossVar c * g.comp (crossVar c ^ 2)), -⟩
    intro s u hsu
    rw [hg, eval_mul, eval_mul, eval_comp_sq hsu g, crossVar_crossed hsu, neg_mul]
```

Without polynomiality the representation fails: $\cos\nu$ is even over the reals but is not a polynomial in $\nu^2$.

## A nonzero amplitude, for odd degree

The representations also restrict growth in $s$. If $f=g(\nu^2)$, its degree is $2\deg g$. Lean's `natDegree` assigns degree 0 to the zero polynomial, so the even case needs no exception.

```lean
/-- A crossing-even polynomial amplitude has even degree in `s`. -/
theorem even_natDegree {c : K} {f : K[X]} (hf : IsCrossingEven c f) : Even f.natDegree := by
  obtain ⟨g, hg, -⟩ := (crossingEven_iff c f).mp hf
  refine ⟨g.natDegree, ?_⟩
  rw [hg, natDegree_comp, natDegree_pow, crossVar, natDegree_X_sub_C]
  omega
```

If $f=\nu g(\nu^2)$ is nonzero, both factors are nonzero and the degree is $1+2\deg g$. The proof uses `h0` to obtain those nonzero factors before adding their degrees. Without it the claim fails, because the zero amplitude is crossing-odd and has `natDegree` 0.

```lean
/-- A nonzero crossing-odd polynomial amplitude has odd degree in `s`. -/
theorem odd_natDegree {c : K} {f : K[X]} (hf : IsCrossingOdd c f) (h0 : f ≠ 0) :
    Odd f.natDegree := by
  obtain ⟨g, hg, -⟩ := (crossingOdd_iff c f).mp hf
  have hne : crossVar c * g.comp (crossVar c ^ 2) ≠ 0 := fun h => h0 (hg.trans h)
  refine ⟨g.natDegree, ?_⟩
  rw [hg, natDegree_mul (left_ne_zero_of_mul hne) (right_ne_zero_of_mul hne),
    natDegree_comp, natDegree_pow, crossVar, natDegree_X_sub_C]
  omega

end FixedTCrossing
```

```lean
#print axioms FixedTCrossing.crossingOdd_iff
#print axioms FixedTCrossing.even_natDegree
#print axioms FixedTCrossing.odd_natDegree
```

```
'FixedTCrossing.crossingOdd_iff' depends on axioms: [propext, Classical.choice, Quot.sound]
'FixedTCrossing.even_natDegree' depends on axioms: [propext, Classical.choice, Quot.sound]
'FixedTCrossing.odd_natDegree' depends on axioms: [propext, Classical.choice, Quot.sound]
```
